# With every state sampled, MBAR has a solution unique up to scale exactly when samples from outside reach every nonempty proper set of states

I'm using MBAR to get the free energy of inserting a hard sphere into a fluid. Should I count overlap between two states as a shared property of the pair, or by which state each sample came from? All my hard-sphere samples are allowed in the reference state, where the sphere doesn't interact. But every reference sample I drew has a clash, so its weight in the hard-sphere state is zero. Do the equations still fix the free-energy difference?

## Overlap has a direction

Count it by origin. Your data have one-way overlap, and the MBAR equations then have no positive solution.

Let sample $n$ come from state $o(n)$, and let $q_{kn}\ge 0$ be its unnormalised Boltzmann weight in state $k$. There are finitely many states and samples, every state has $N_k\ge1$ samples, and $q_{o(n)n}>0$, since a simulation only visits configurations its own state allows. The unknowns are the estimated partition functions $Z_k>0$, which matter only up to a common factor. The equations are

$$Z_k=\sum_n\frac{q_{kn}}{M_n(Z)},\qquad M_n(Z)=\sum_j\frac{N_jq_{jn}}{Z_j}.$$

A state without samples doesn't enter any $M_n$, so it can be left out here and its $Z_k$ computed afterwards from the same equation.

The data are linked if, for every nonempty proper set $B$ of states, some sample with $o(n)\notin B$ has $q_{kn}>0$ for some $k\in B$.

**Propagation.** Suppose a property holds for one state and passes from $o(n)$ to $k$ whenever $q_{kn}>0$. In linked data it holds everywhere: otherwise the states where it fails form a set $B$ that no outside sample reaches.

**Existence.** Put $f_k=-\ln Z_k$ (the free energy of state $k$ in units of $k_{\mathrm B}T$), $d_n(f)=\sum_jN_jq_{jn}e^{f_j}$ and

$$\Phi(f)=\sum_n\left[\ln d_n(f)-f_{o(n)}\right].$$

If $q_{kn}>0$, then $\ln d_n\ge\ln(N_kq_{kn})+f_k$. Taking $k=o(n)$ bounds each term of $\Phi$ below by $a_n=\ln(N_{o(n)}q_{o(n)n})$. So $\Phi(f)\le\Phi(0)$ implies

$$f_k-f_{o(n)}\le\Phi(0)-\sum_{m\ne n}a_m-\ln(N_kq_{kn}).$$

By propagation, all differences $f_i-f_j$ are bounded. A common shift leaves $\Phi$ unchanged, so one $f_k$ can be fixed at zero; the rest lie in a compact box and a global minimum exists. There

$$0=\frac{\partial\Phi}{\partial f_k}=N_ke^{f_k}\sum_n\frac{q_{kn}}{d_n}-N_k,$$

which is the MBAR equation for $Z_k=e^{-f_k}$.

**Uniqueness.** For solutions $Z,Z'$ let $c=\max_k Z'_k/Z_k$. Then $Z'_k\le cZ_k$ and $M_n(Z)\le cM_n(Z')$. If $Z'_{o(n)}<cZ_{o(n)}$, the second inequality is strict for sample $n$, and for any $k$ with $q_{kn}>0$

$$Z'_k=\sum_m\frac{q_{km}}{M_m(Z')}<c\sum_m\frac{q_{km}}{M_m(Z)}=cZ_k.$$

Strictness would propagate to the state attaining the maximum, a contradiction. Hence $Z'=cZ$.

**Necessity.** Let $Z$ be a solution and suppose no outside sample reaches $B$. The shares $p_{kn}=N_kq_{kn}/(Z_kM_n)$ satisfy $\sum_kp_{kn}=1$ and $\sum_np_{kn}=N_k$. Therefore

$$\sum_{k\in B}N_k=\sum_{o(n)\in B}\sum_{k\in B}p_{kn}=\sum_{k\in B}N_k-\sum_{o(n)\in B}\sum_{k\notin B}p_{kn}.$$

The last sum vanishes, so no sample from $B$ has weight outside. Doubling $Z$ on $B$ alone halves $M_n$ for samples from $B$ and leaves the others unchanged. This gives a second solution not proportional to $Z$.

In your calculation, call the reference state 0 and the hard-sphere state 1. The reference samples contribute exactly $Z_0$ to the equation for $Z_0$, and the hard-sphere samples add a positive amount: $Z_0=Z_0+\text{something positive}$. Self-consistent iteration therefore drives $Z_0/Z_1$ up without limit. The error to avoid is treating one shared configuration as a two-way link.

```lean
import Mathlib

open Finset

namespace MBARConnectivity

noncomputable section

/-- Samples `n`, each drawn from a state `origin n`, with nonnegative weights `q k n` in all states.
Every state has a sample, and every sample has positive weight in its own state. -/
structure SampleData (K S : Type*) where
  origin : S → K
  q : K → S → ℝ
  origin_surj : Function.Surjective origin
  q_nonneg : ∀ k n, 0 ≤ q k n
  q_own : ∀ n, 0 < q (origin n) n

namespace SampleData

variable {K S : Type*} [Fintype K] [DecidableEq K] [Fintype S] (D : SampleData K S)

/-- The number `N_k` of samples drawn from state `k`. -/
def N (k : K) : ℝ := ((univ.filter fun n => D.origin n = k).card : ℝ)

/-- The mixture weight `∑ j, N_j q_jn / Z_j` of sample `n`, for positive normalizers `Z`. -/
def mixture (Z : K → ℝ) (n : S) : ℝ := ∑ j, D.N j * D.q j n / Z j

/-- The normalizers `Z` are positive and solve the MBAR equations. -/
def IsSolution (Z : K → ℝ) : Prop :=
  (∀ k, 0 < Z k) ∧ ∀ k, Z k = ∑ n, D.q k n / D.mixture Z n

/-- Every nonempty proper set `B` of states receives positive weight from a sample drawn
outside `B`. -/
def Linked : Prop :=
  ∀ B : Finset K, B.Nonempty → B ≠ univ → ∃ n, D.origin n ∉ B ∧ ∃ k ∈ B, 0 < D.q k n

/-- The mixture weight of a sample in terms of free energies `f = -ln Z`. -/
def den (f : K → ℝ) (n : S) : ℝ := ∑ j, D.N j * D.q j n * Real.exp (f j)

/-- The MBAR potential, the negative log-likelihood of the free energies up to a constant. -/
def potential (f : K → ℝ) : ℝ := ∑ n, (Real.log (D.den f n) - f (D.origin n))

omit [Fintype K] in
/-- Every state has a positive number of samples. -/
lemma N_pos (k : K) : 0 < D.N k := by
  obtain ⟨n, hn⟩ := D.origin_surj k
  exact Nat.cast_pos.2 (card_pos.2 ⟨n, mem_filter.2 ⟨mem_univ n, hn⟩⟩)

/-- Summing a state property over all samples weights each state by its number of samples. -/
lemma sum_N (v : K → ℝ) : ∑ k, D.N k * v k = ∑ n, v (D.origin n) := by
  have h : ∀ k, D.N k = ∑ n, if D.origin n = k then (1 : ℝ) else 0 := fun k => by simp [N]
  simp only [h, sum_mul, ite_mul, one_mul, zero_mul]
  rw [sum_comm]
  simp

/-- For positive normalizers, every sample has positive mixture weight. -/
lemma mixture_pos {Z : K → ℝ} (hZ : ∀ k, 0 < Z k) (n : S) : 0 < D.mixture Z n :=
  sum_pos' (fun j _ => div_nonneg (mul_nonneg (D.N_pos j).le (D.q_nonneg j n)) (hZ j).le)
    ⟨D.origin n, mem_univ _, div_pos (mul_pos (D.N_pos _) (D.q_own n)) (hZ _)⟩

/-- The mixture weight at normalizers `Z = exp(-f)` is the one written in free energies `f`. -/
lemma mixture_exp (f : K → ℝ) (n : S) :
    D.mixture (fun k => Real.exp (-f k)) n = D.den f n := by
  simp only [mixture, den, Real.exp_neg, div_inv_eq_mul]

/-- The mixture weight written in free energies is positive for every sample. -/
lemma den_pos (f : K → ℝ) (n : S) : 0 < D.den f n := by
  rw [← D.mixture_exp]
  exact D.mixture_pos (fun k => Real.exp_pos _) n

variable {D}

omit [DecidableEq K] [Fintype S] in
/-- In linked data, a property that passes from the origin of each sample to all states where the
sample has positive weight holds for all states once it holds for one. -/
theorem Linked.propagate (hc : D.Linked) (P : K → Prop) {j : K} (hj : P j)
    (step : ∀ n k, P (D.origin n) → 0 < D.q k n → P k) (i : K) : P i := by
  classical
  by_contra hi
  obtain ⟨n, hn, k, hk, hq⟩ := hc (univ.filter fun i => ¬ P i)
    ⟨i, mem_filter.2 ⟨mem_univ i, hi⟩⟩
    (fun e => (mem_filter.1 (e.symm ▸ mem_univ j : j ∈ univ.filter fun i => ¬ P i)).2 hj)
  exact (mem_filter.1 hk).2
    (step n k (by_contra fun h => hn (mem_filter.2 ⟨mem_univ _, h⟩)) hq)

/-- In linked data, each free-energy difference is bounded above on the set where the potential
does not exceed its value at zero. -/
theorem Linked.bounded (hc : D.Linked) (j i : K) :
    ∃ R : ℝ, ∀ g, D.potential g ≤ D.potential 0 → g i - g j ≤ R := by
  have low : ∀ (g : K → ℝ) n k, 0 < D.q k n →
      Real.log (D.N k * D.q k n) + g k ≤ Real.log (D.den g n) := by
    intro g n k hq
    have hp := mul_pos (D.N_pos k) hq
    rw [← Real.log_exp (g k), ← Real.log_mul hp.ne' (Real.exp_pos _).ne']
    exact Real.log_le_log (mul_pos hp (Real.exp_pos _))
      (single_le_sum (f := fun j => D.N j * D.q j n * Real.exp (g j))
        (fun j _ => mul_nonneg (mul_nonneg (D.N_pos j).le (D.q_nonneg j n))
          (Real.exp_pos _).le) (mem_univ k))
  refine hc.propagate (fun i => ∃ R : ℝ, ∀ g, D.potential g ≤ D.potential 0 → g i - g j ≤ R)
    (j := j) ⟨0, fun g _ => by simp⟩ ?_ i
  rintro n k ⟨R, hR⟩ hq
  -- each sample's term is bounded below, so no single term can be large
  let a : S → ℝ := fun m => Real.log (D.N (D.origin m) * D.q (D.origin m) m)
  refine ⟨R + (D.potential 0 - ∑ m, a m + a n - Real.log (D.N k * D.q k n)), fun g hg => ?_⟩
  have h1 := single_le_sum (f := fun m => Real.log (D.den g m) - g (D.origin m) - a m)
    (fun m _ => by have := low g m _ (D.q_own m); simp only [a]; linarith) (mem_univ n)
  have h2 : ∑ m, (Real.log (D.den g m) - g (D.origin m) - a m)
      = D.potential g - ∑ m, a m := by rw [sum_sub_distrib]; rfl
  have h3 := low g n k hq
  have h4 := hR g hg
  simp only [h2] at h1
  linarith

/-- A global minimizer `f` of the potential gives a solution `Z = exp(-f)` of the MBAR equations. -/
theorem isSolution_of_min {f : K → ℝ} (hf : ∀ g, D.potential f ≤ D.potential g) :
    D.IsSolution fun k => Real.exp (-f k) := by
  refine ⟨fun k => Real.exp_pos _, fun k => ?_⟩
  have hd : ∀ v : K → ℝ, HasDerivAt (fun t : ℝ => D.potential fun j => f j + t * v j)
      (∑ n, ((∑ j, D.N j * D.q j n * (Real.exp (f j) * v j)) / D.den f n
        - v (D.origin n))) 0 := by
    intro v
    have lin : ∀ j, HasDerivAt (fun t : ℝ => f j + t * v j) (v j) 0 :=
      fun j => (hasDerivAt_mul_const (v j)).const_add (f j)
    refine HasDerivAt.fun_sum fun n _ => ?_
    have e : HasDerivAt (fun t : ℝ => D.den (fun j => f j + t * v j) n)
        (∑ j, D.N j * D.q j n * (Real.exp (f j) * v j)) 0 := by
      refine HasDerivAt.fun_sum fun j _ => ?_
      simpa only [zero_mul, add_zero] using (lin j).exp.const_mul (D.N j * D.q j n)
    have l := e.log (by simpa only [zero_mul, add_zero] using (D.den_pos f n).ne')
    simpa only [zero_mul, add_zero] using l.fun_sub (lin (D.origin n))
  -- stationarity with respect to the free energy of state `k`
  let v : K → ℝ := fun j => if j = k then 1 else 0
  have hle : ∀ t : ℝ, D.potential (fun j => f j + 0 * v j)
      ≤ D.potential (fun j => f j + t * v j) := fun t => by
    simpa only [zero_mul, add_zero] using hf fun j => f j + t * v j
  have loc : IsLocalMin (fun t : ℝ => D.potential fun j => f j + t * v j) 0 :=
    Filter.Eventually.of_forall hle
  have z := loc.hasDerivAt_eq_zero (hd v)
  rw [sum_sub_distrib, ← D.sum_N v] at z
  simp only [v, mul_ite, mul_one, mul_zero, sum_ite_eq', mem_univ, if_true] at z
  have hs : ∑ n, D.N k * (D.q k n) * Real.exp (f k) / D.den f n
      = D.N k * (Real.exp (f k) * ∑ n, D.q k n / D.den f n) := by
    rw [mul_sum, mul_sum]
    exact sum_congr rfl fun n _ => by ring
  rw [hs] at z
  have h1 : Real.exp (f k) * ∑ n, D.q k n / D.den f n = 1 :=
    mul_left_cancel₀ (D.N_pos k).ne' (by linarith)
  have he : Real.exp (-f k) * Real.exp (f k) = 1 := by rw [← Real.exp_add]; simp
  simp only [mixture_exp]
  linear_combination (-Real.exp (-f k)) * h1 + (∑ n, D.q k n / D.den f n) * he

/-- Linked data admit a positive solution of the MBAR equations. -/
theorem Linked.exists_solution (hc : D.Linked) : ∃ Z, D.IsSolution Z := by
  rcases isEmpty_or_nonempty K with h | ⟨⟨k0⟩⟩
  · exact ⟨fun _ => 1, fun k => h.elim k, fun k => h.elim k⟩
  choose R hR using hc.bounded
  have box : ∀ g : K → ℝ, g k0 = 0 → D.potential g ≤ D.potential 0 →
      g ∈ Set.Icc (fun k => -R k k0) (fun k => R k0 k) := fun g h0 hg =>
    ⟨fun k => by have := hR k k0 g hg; show -R k k0 ≤ g k; linarith,
     fun k => by have := hR k0 k g hg; show g k ≤ R k0 k; linarith⟩
  have cont : Continuous D.potential := by
    refine continuous_finsetSum _ fun n _ => Continuous.sub (Continuous.log ?_
      fun f => (D.den_pos f n).ne') (continuous_apply _)
    exact continuous_finsetSum _ fun j _ => by fun_prop
  obtain ⟨f, _, hf⟩ := isCompact_Icc.exists_isMinOn ⟨0, box 0 rfl le_rfl⟩ cont.continuousOn
  refine ⟨_, isSolution_of_min (f := f) fun g => ?_⟩
  -- a common shift of all free energies leaves the potential unchanged
  have shift : D.potential (fun k => g k - g k0) = D.potential g := by
    refine sum_congr rfl fun n _ => ?_
    have h : D.den (fun k => g k - g k0) n = Real.exp (-g k0) * D.den g n := by
      simp only [den, mul_sum]
      refine sum_congr rfl fun j _ => ?_
      rw [sub_eq_add_neg, Real.exp_add]
      ring
    rw [h, Real.log_mul (Real.exp_pos _).ne' (D.den_pos g n).ne', Real.log_exp]
    ring
  rw [← shift]
  rcases le_total (D.potential fun k => g k - g k0) (D.potential 0) with h | h
  · exact isMinOn_iff.1 hf _ (box _ (sub_self _) h)
  · exact (isMinOn_iff.1 hf 0 (box 0 rfl le_rfl)).trans h

/-- In linked data, any two positive solutions of the MBAR equations differ by a common factor. -/
theorem Linked.unique (hc : D.Linked) {Z Z' : K → ℝ} (hZ : D.IsSolution Z)
    (hZ' : D.IsSolution Z') : ∃ c > 0, ∀ k, Z' k = c * Z k := by
  rcases isEmpty_or_nonempty K with h | h
  · exact ⟨1, one_pos, fun k => h.elim k⟩
  obtain ⟨m, hm⟩ := Finite.exists_max fun k => Z' k / Z k
  obtain ⟨c, hcm⟩ : ∃ c, c = Z' m / Z m := ⟨_, rfl⟩
  have le : ∀ k, Z' k ≤ c * Z k := fun k => by
    rw [hcm]; exact (div_le_iff₀ (hZ.1 k)).1 (hm k)
  have dle : ∀ a x y : ℝ, 0 ≤ a → 0 < x → 0 < y → y ≤ c * x → a / x ≤ c * (a / y) := by
    intro a x y ha hx hy h
    rw [← mul_div_assoc, div_le_div_iff₀ hx hy]
    linarith [mul_le_mul_of_nonneg_left h ha]
  have dlt : ∀ a x y : ℝ, 0 < a → 0 < x → 0 < y → y < c * x → a / x < c * (a / y) := by
    intro a x y ha hx hy h
    rw [← mul_div_assoc, div_lt_div_iff₀ hx hy]
    linarith [mul_lt_mul_of_pos_left h ha]
  have mle : ∀ n, D.mixture Z n ≤ c * D.mixture Z' n := fun n => by
    simp only [mixture, mul_sum]
    exact sum_le_sum fun j _ => dle _ _ _ (mul_nonneg (D.N_pos j).le (D.q_nonneg j n))
      (hZ.1 j) (hZ'.1 j) (le j)
  refine ⟨c, hcm ▸ div_pos (hZ'.1 m) (hZ.1 m), fun j => ?_⟩
  by_contra hj
  -- a ratio below the maximum would spread to every state, including `m`
  refine absurd ?_ (hc.propagate (fun k => Z' k ≠ c * Z k) hj ?_ m)
  · rw [hcm, div_mul_cancel₀ _ (hZ.1 m).ne']
  intro n k hn hq
  have mlt : D.mixture Z n < c * D.mixture Z' n := by
    simp only [mixture, mul_sum]
    exact sum_lt_sum (fun j _ => dle _ _ _ (mul_nonneg (D.N_pos j).le (D.q_nonneg j n))
      (hZ.1 j) (hZ'.1 j) (le j)) ⟨D.origin n, mem_univ _, dlt _ _ _
        (mul_pos (D.N_pos _) (D.q_own n)) (hZ.1 _) (hZ'.1 _) (lt_of_le_of_ne (le _) hn)⟩
  apply ne_of_lt
  rw [hZ'.2 k, hZ.2 k, mul_sum]
  exact sum_lt_sum (fun i _ => dle _ _ _ (D.q_nonneg k i) (D.mixture_pos hZ'.1 i)
    (D.mixture_pos hZ.1 i) (mle i)) ⟨n, mem_univ _, dlt _ _ _ hq (D.mixture_pos hZ'.1 n)
      (D.mixture_pos hZ.1 n) mlt⟩

/-- If the MBAR equations have a positive solution and no sample from outside `B` has weight in
`B`, then no sample from `B` has weight outside `B`. -/
theorem IsSolution.decouple {Z : K → ℝ} (hZ : D.IsSolution Z) {B : Finset K}
    (h0 : ∀ n, D.origin n ∉ B → ∀ k ∈ B, D.q k n = 0) :
    ∀ n, D.origin n ∈ B → ∀ k ∉ B, D.q k n = 0 := by
  intro n hn k hk
  obtain ⟨v, v1, v0⟩ : ∃ v : K → ℝ, (∀ j ∈ B, v j = 1) ∧ ∀ j ∉ B, v j = 0 :=
    ⟨fun j => if j ∈ B then 1 else 0, fun j h => if_pos h, fun j h => if_neg h⟩
  -- `p k n` is the share of sample `n` that the mixture assigns to state `k`
  obtain ⟨p, hp⟩ : ∃ p : K → S → ℝ, ∀ k n, p k n = D.N k * D.q k n / Z k / D.mixture Z n :=
    ⟨_, fun _ _ => rfl⟩
  have p0 : ∀ k n, 0 ≤ p k n := fun k n => by
    rw [hp]
    exact div_nonneg (div_nonneg (mul_nonneg (D.N_pos k).le (D.q_nonneg k n)) (hZ.1 k).le)
      (D.mixture_pos hZ.1 n).le
  have row : ∀ k, ∑ n, p k n = D.N k := fun k => by
    have h : ∑ n, p k n = D.N k / Z k * ∑ n, D.q k n / D.mixture Z n := by
      rw [mul_sum]
      exact sum_congr rfl fun n _ => by rw [hp]; ring
    rw [h, ← hZ.2 k, div_mul_cancel₀ _ (hZ.1 k).ne']
  have col : ∀ n, ∑ k, p k n = 1 := fun n => by
    simp only [hp]
    rw [← sum_div]
    exact div_self (D.mixture_pos hZ.1 n).ne'
  have tot : ∑ n, ∑ k, (v (D.origin n) - v k) * p k n = 0 := by
    have a : ∑ n, ∑ k, v (D.origin n) * p k n = ∑ n, v (D.origin n) :=
      sum_congr rfl fun n _ => by rw [← mul_sum, col, mul_one]
    have b : ∑ n, ∑ k, v k * p k n = ∑ n, v (D.origin n) := by
      rw [sum_comm, ← D.sum_N v]
      exact sum_congr rfl fun k _ => by rw [← mul_sum, row, mul_comm]
    simp only [sub_mul, sum_sub_distrib]
    rw [a, b, sub_self]
  have nn : ∀ n k, 0 ≤ (v (D.origin n) - v k) * p k n := by
    intro n k
    by_cases ho : D.origin n ∈ B <;> by_cases hk : k ∈ B
    · simp [v1 _ ho, v1 _ hk]
    · simpa [v1 _ ho, v0 _ hk] using p0 k n
    · simp [hp, h0 n ho k hk]
    · simp [v0 _ ho, v0 _ hk]
  have z := (sum_eq_zero_iff_of_nonneg fun n _ => sum_nonneg fun k _ => nn n k).1 tot n
    (mem_univ n)
  have z' := (sum_eq_zero_iff_of_nonneg fun k _ => nn n k).1 z k (mem_univ k)
  rw [v1 _ hn, v0 _ hk, sub_zero, one_mul, hp] at z'
  by_contra hq
  exact (div_pos (div_pos (mul_pos (D.N_pos k) (lt_of_le_of_ne (D.q_nonneg k n) (Ne.symm hq)))
    (hZ.1 k)) (D.mixture_pos hZ.1 n)).ne' z'

/-- Positive factors `s` that agree between the origin of each sample and all states where it has
weight turn a solution of the MBAR equations into another solution. -/
theorem IsSolution.rescale {Z s : K → ℝ} (hZ : D.IsSolution Z) (hs : ∀ k, 0 < s k)
    (h : ∀ n k, D.q k n = 0 ∨ s k = s (D.origin n)) : D.IsSolution fun k => s k * Z k := by
  refine ⟨fun k => mul_pos (hs k) (hZ.1 k), fun k => ?_⟩
  have hm : ∀ n, D.mixture (fun k => s k * Z k) n = D.mixture Z n / s (D.origin n) := fun n => by
    simp only [mixture, sum_div]
    refine sum_congr rfl fun j _ => ?_
    rcases h n j with h | h
    · simp [h]
    · rw [h]; ring
  calc s k * Z k = s k * ∑ n, D.q k n / D.mixture Z n := by rw [← hZ.2 k]
    _ = ∑ n, D.q k n / D.mixture (fun k => s k * Z k) n := by
      rw [mul_sum]
      refine sum_congr rfl fun n _ => ?_
      rw [hm]
      rcases h n k with h | h
      · simp [h]
      · rw [h, div_div_eq_mul_div]; ring

/-- The MBAR equations have a positive solution that is unique up to a common factor if and only if
every nonempty proper set of states receives positive weight from a sample drawn outside it. -/
theorem existsUnique_up_to_scale_iff_linked :
    (∃ Z, D.IsSolution Z ∧ ∀ Z', D.IsSolution Z' → ∃ c > 0, ∀ k, Z' k = c * Z k)
      ↔ D.Linked := by
  constructor
  · rintro ⟨Z, hZ, huniq⟩ B ⟨i, hi⟩ hB
    by_contra hno
    have h0 : ∀ n, D.origin n ∉ B → ∀ k ∈ B, D.q k n = 0 := fun n hn k hk =>
      le_antisymm (not_lt.1 fun hlt => hno ⟨n, hn, k, hk, hlt⟩) (D.q_nonneg k n)
    have h1 := hZ.decouple h0
    obtain ⟨j, hj⟩ : ∃ j, j ∉ B := by
      by_contra hall
      exact hB (eq_univ_iff_forall.2 fun j => by_contra fun hj => hall ⟨j, hj⟩)
    -- doubling the normalizers in `B` alone gives a solution that is not proportional to `Z`
    obtain ⟨s, s2, s1⟩ : ∃ s : K → ℝ, (∀ k ∈ B, s k = 2) ∧ ∀ k ∉ B, s k = 1 :=
      ⟨fun k => if k ∈ B then 2 else 1, fun k h => if_pos h, fun k h => if_neg h⟩
    have hs : ∀ k, 0 < s k := fun k => by
      by_cases hk : k ∈ B
      · rw [s2 k hk]; norm_num
      · rw [s1 k hk]; norm_num
    obtain ⟨c, _, hc⟩ := huniq _ (hZ.rescale hs fun n k => by
      by_cases ho : D.origin n ∈ B <;> by_cases hk : k ∈ B
      · exact Or.inr (by rw [s2 _ ho, s2 _ hk])
      · exact Or.inl (h1 n ho k hk)
      · exact Or.inl (h0 n ho k hk)
      · exact Or.inr (by rw [s1 _ ho, s1 _ hk]))
    have ci := mul_right_cancel₀ (hZ.1 i).ne' (hc i)
    have cj := mul_right_cancel₀ (hZ.1 j).ne' (hc j)
    rw [s2 i hi] at ci
    rw [s1 j hj] at cj
    linarith
  · intro hc
    obtain ⟨Z, hZ⟩ := hc.exists_solution
    exact ⟨Z, hZ, fun Z' hZ' => hc.unique hZ hZ'⟩

/-- If no sample from outside `B` has weight in `B`, but some sample from `B` has positive weight
outside `B`, the MBAR equations have no positive solution. -/
theorem no_solution_of_one_way {B : Finset K}
    (h0 : ∀ n, D.origin n ∉ B → ∀ k ∈ B, D.q k n = 0)
    {n : S} (hn : D.origin n ∈ B) {k : K} (hk : k ∉ B) (hq : 0 < D.q k n) :
    ¬ ∃ Z, D.IsSolution Z :=
  fun ⟨_, hZ⟩ => hq.ne' (hZ.decouple h0 n hn k hk)

end SampleData

end

end MBARConnectivity
```

```lean
#print axioms MBARConnectivity.SampleData.existsUnique_up_to_scale_iff_linked
#print axioms MBARConnectivity.SampleData.no_solution_of_one_way
```

```
'MBARConnectivity.SampleData.existsUnique_up_to_scale_iff_linked' depends on axioms: [propext, Classical.choice, Quot.sound]
'MBARConnectivity.SampleData.no_solution_of_one_way' depends on axioms: [propext, Classical.choice, Quot.sound]
```

In the Lean code, `SampleData K S` holds the data: `origin` is $o$, `origin_surj` says $N_k\ge1$, and `q_own` is positivity in the sample's own state. `mixture` is $M_n$, `den` is $d_n$, and `potential` is $\Phi$, an objective function and not a potential energy. `IsSolution` includes positivity of all $Z_k$.

The main theorem, `existsUnique_up_to_scale_iff_linked`, says that a solution exists of which every other is a positive multiple if and only if `Linked` holds. `no_solution_of_one_way` is your case, with $B$ containing only the hard-sphere state.

`Linked.propagate` serves both `Linked.bounded` and `Linked.unique`. `Linked.exists_solution` finds the minimum with `isCompact_Icc.exists_isMinOn`, and `isSolution_of_min` differentiates along one free energy at a time. In `Linked.unique`, `sum_lt_sum` carries the strict inequality. `IsSolution.decouple` does the counting as a vanishing sum of nonnegative terms, and `IsSolution.rescale` justifies the doubling.

For finite sets of samples, the result decides whether MBAR defines all the free-energy differences between the states. How close they lie to the true ones depends on the sampling, which the hypotheses leave open. With finite energies throughout, all weights are positive and the data are linked, however poor the overlap.
